# The difference of two Fermi-Dirac occupations integrates to $\mu_L-\mu_R$ at any positive temperatures

Take two reservoirs with chemical potentials $\mu_L$ and $\mu_R$, at any two positive temperatures. The difference of their Fermi-Dirac occupations, integrated over all energies, is exactly $\mu_L-\mu_R$. In particular, with $f(x)=1/(1+e^x)$, the integral of $f(x-a)-f(x)$ over the real line is $a$.

I can make this plausible by shifting the integration variable in one of the two terms, but each term on its own has an infinite integral, so I am subtracting infinity from infinity. Can the result be derived rigorously, including the convergence of the integral, and checked by machine in Lean?

## Yes: count electrons and holes from a common energy

The integral is $\mu_L-\mu_R$, and it converges absolutely. The infinities disappear if each occupation is first compared with the same sharp filling.

Let $T>0$ be the thermal energy, that is, $k_B$ times the temperature, and write
$$n_{T,\mu}(E)=f\!\left(\frac{E-\mu}{T}\right).$$
For a cut energy $c$, let $\theta_c(E)$ be $1$ for $E\le c$ and $0$ for $E>c$. Numbers of electrons are counted for one level per unit energy.

**Electrons above the cut.** Multiplying numerator and denominator of $f$ by $e^{-x}$ gives $f(x)=e^{-x}/(1+e^{-x})$. Therefore
$$\frac{d}{dE}\left[-T\log\left(1+e^{(\mu-E)/T}\right)\right]=\frac{e^{(\mu-E)/T}}{1+e^{(\mu-E)/T}}=n_{T,\mu}(E).$$
The bracket tends to $0$ as $E\to\infty$, so
$$\int_c^\infty n_{T,\mu}(E)\,dE=T\log\left(1+e^{(\mu-c)/T}\right).$$
Since the integrand is nonnegative, this finite value also means absolute convergence.

**Holes below the cut.** The same rewriting gives $f(-x)=e^x/(1+e^x)=1-f(x)$, which is particle-hole symmetry. Hence $1-n_{T,\mu}(E)=n_{T,-\mu}(-E)$, and the substitution $E'=-E$ yields
$$\int_{-\infty}^c\left(1-n_{T,\mu}(E)\right)dE=\int_{-c}^\infty n_{T,-\mu}(E')\,dE'=T\log\left(1+e^{(c-\mu)/T}\right).$$

**Electrons minus holes.** The function $n_{T,\mu}-\theta_c$ equals $-(1-n_{T,\mu})$ up to $c$ and $n_{T,\mu}$ above it. With $y=(\mu-c)/T$, the factorisation $1+e^y=e^y(1+e^{-y})$ gives $\log(1+e^y)=y+\log(1+e^{-y})$, so
$$\int_{-\infty}^{\infty}\left(n_{T,\mu}-\theta_c\right)dE=T\log(1+e^y)-T\log(1+e^{-y})=Ty=\mu-c.$$
The temperature has dropped out.

**Two reservoirs.** Use the same cut $c=0$ for both and subtract. The sharp filling cancels, and
$$\int_{-\infty}^{\infty}\left(n_{T_L,\mu_L}-n_{T_R,\mu_R}\right)dE=\mu_L-\mu_R.$$
Setting $T_L=T_R=1$, $\mu_L=a$ and $\mu_R=0$ gives the identity for $f(x-a)-f(x)$.

Your worry about the separate terms is justified. If $n_{T,\mu}$ were integrable over the line, then on $E\le0$ the sum of electrons and holes, which is the constant $1$, would be integrable over a half-line of infinite length.

### Two reservoirs in numbers

Let $T_L=1$, $\mu_L=\log3$, $T_R=2$, $\mu_R=-2\log2$, in a common energy unit, with the cut at $0$.

| Reservoir | Electrons above $0$ | Holes below $0$ | Net |
|---|---|---|---|
| Left | $\log4\approx1.386$ | $\log\frac43\approx0.288$ | $\log3\approx1.099$ |
| Right | $2\log\frac32\approx0.811$ | $2\log3\approx2.197$ | $-2\log2\approx-1.386$ |

The difference of the net numbers is $\log3+2\log2=\log12\approx2.485$, which is $\mu_L-\mu_R$.

### The derivation in Lean

```lean
import Mathlib

open MeasureTheory Set Filter Topology

namespace FermiBiasWindow

noncomputable section

/-- The Fermi-Dirac function of a dimensionless energy. -/
def fermi (x : ℝ) : ℝ := 1 / (1 + Real.exp x)

/-- The occupation of a level at energy `E` for chemical potential `μ` and thermal energy
(smearing width) `T`, meant for `T > 0`. -/
def occupation (T μ E : ℝ) : ℝ := fermi ((E - μ) / T)

/-- The sharp occupation: levels up to the energy `c` are full, those above are empty. -/
def stepOccupation (c E : ℝ) : ℝ := if E ≤ c then 1 else 0

/-- The Fermi-Dirac function written with the Boltzmann factor `exp (-x)`. -/
theorem fermi_eq (x : ℝ) : fermi x = Real.exp (-x) / (1 + Real.exp (-x)) := by
  have h : Real.exp x * Real.exp (-x) = 1 := by
    rw [← Real.exp_add, add_neg_cancel, Real.exp_zero]
  rw [fermi, div_eq_div_iff (by positivity) (by positivity)]
  linear_combination (-1 : ℝ) * h

/-- Particle-hole symmetry: the occupation at `-x` is the vacancy at `x`. -/
theorem fermi_neg (x : ℝ) : fermi (-x) = 1 - fermi x := by
  have h : 1 + Real.exp x ≠ 0 := by positivity
  rw [fermi_eq (-x), neg_neg, fermi, eq_sub_iff_add_eq, ← add_div,
    add_comm (Real.exp x) 1, div_self h]

/-- The occupation is the energy derivative of `-T log (1 + exp ((μ - E) / T))`. -/
theorem hasDerivAt_log_occupation {T : ℝ} (hT : 0 < T) (μ E : ℝ) :
    HasDerivAt (fun E : ℝ => -(T * Real.log (1 + Real.exp ((μ - E) / T))))
      (occupation T μ E) E := by
  have h1 : HasDerivAt (fun E : ℝ => (μ - E) / T) (-1 / T) E :=
    ((hasDerivAt_id' E).const_sub μ).div_const T
  have h0 : (1 : ℝ) + Real.exp ((μ - E) / T) ≠ 0 := by positivity
  have h2 := (((h1.exp.const_add 1).log h0).const_mul T).fun_neg
  refine h2.congr_deriv ?_
  rw [occupation, fermi_eq, show -((E - μ) / T) = (μ - E) / T by ring]
  field_simp

/-- The number of electrons above the energy `c`, for one level per unit energy, is finite
and equals `T log (1 + exp ((μ - c) / T))`. -/
theorem electrons_above {T : ℝ} (hT : 0 < T) (μ c : ℝ) :
    IntegrableOn (occupation T μ) (Ioi c) ∧
      ∫ E in Ioi c, occupation T μ E = T * Real.log (1 + Real.exp ((μ - c) / T)) := by
  have hpos : ∀ E ∈ Ioi c, 0 ≤ occupation T μ E := fun E _ => by
    unfold occupation fermi
    positivity
  -- the antiderivative vanishes at high energy
  have hlim : Tendsto (fun E : ℝ => -(T * Real.log (1 + Real.exp ((μ - E) / T))))
      atTop (𝓝 0) := by
    have h1 : Tendsto (fun E : ℝ => μ - E) atTop atBot := by
      simpa only [sub_eq_add_neg] using
        tendsto_atBot_add_const_left atTop μ tendsto_neg_atTop_atBot
    have h2 : Tendsto (fun E : ℝ => Real.exp ((μ - E) / T)) atTop (𝓝 0) :=
      Real.tendsto_exp_atBot.comp (h1.atBot_div_const hT)
    have h3 := (((h2.const_add 1).log (by norm_num)).const_mul T).neg
    simpa using h3
  have hd : ∀ E ∈ Ici c, HasDerivAt
      (fun E : ℝ => -(T * Real.log (1 + Real.exp ((μ - E) / T)))) (occupation T μ E) E :=
    fun E _ => hasDerivAt_log_occupation hT μ E
  exact ⟨integrableOn_Ioi_deriv_of_nonneg' hd hpos hlim,
    (integral_Ioi_of_hasDerivAt_of_nonneg' hd hpos hlim).trans (by simp)⟩

/-- The number of holes below the energy `c`, for one level per unit energy, is finite
and equals `T log (1 + exp ((c - μ) / T))`. -/
theorem holes_below {T : ℝ} (hT : 0 < T) (μ c : ℝ) :
    IntegrableOn (fun E => 1 - occupation T μ E) (Iic c) ∧
      ∫ E in Iic c, (1 - occupation T μ E) = T * Real.log (1 + Real.exp ((c - μ) / T)) := by
  obtain ⟨hi, hv⟩ := electrons_above hT (-μ) (-c)
  -- holes are electrons of the mirrored spectrum
  have heq : (fun E => 1 - occupation T μ E) = fun E => occupation T (-μ) (-E) := by
    funext E
    rw [occupation, occupation, ← fermi_neg]
    congr 1
    ring
  rw [heq]
  constructor
  · have hi' := (hi.integrable_indicator measurableSet_Ioi).comp_neg
    rw [integrableOn_Iic_iff_integrableOn_Iio, ← integrable_indicator_iff measurableSet_Iio]
    refine hi'.congr (ae_of_all _ fun E => ?_)
    simp [Set.indicator]
  · rw [integral_comp_neg_Iic c (occupation T (-μ)), hv, show -μ - -c = c - μ by ring]

/-- Measured against a sharp filling up to `c`, the smeared occupation holds a net number `μ - c` of
electrons, for one level per unit energy and every smearing width `T > 0`; the difference of the two
occupations is integrable. -/
theorem net_electrons {T : ℝ} (hT : 0 < T) (μ c : ℝ) :
    Integrable (fun E => occupation T μ E - stepOccupation c E) ∧
      ∫ E, (occupation T μ E - stepOccupation c E) = μ - c := by
  obtain ⟨he, hev⟩ := electrons_above hT μ c
  obtain ⟨hh, hhv⟩ := holes_below hT μ c
  have eqA : EqOn (fun E => -(1 - occupation T μ E))
      (fun E => occupation T μ E - stepOccupation c E) (Iic c) := fun E hE => by
    have h : E ≤ c := hE
    simp [stepOccupation, h]
  have eqB : EqOn (occupation T μ)
      (fun E => occupation T μ E - stepOccupation c E) (Ioi c) := fun E hE => by
    have h : ¬ E ≤ c := not_le_of_gt hE
    simp [stepOccupation, h]
  have hA : IntegrableOn (fun E => -(1 - occupation T μ E)) (Iic c) := Integrable.neg hh
  have hint : Integrable (fun E => occupation T μ E - stepOccupation c E) := by
    rw [← integrableOn_univ, ← Set.Iic_union_Ioi (a := c)]
    exact (hA.congr_fun eqA measurableSet_Iic).union (he.congr_fun eqB measurableSet_Ioi)
  refine ⟨hint, ?_⟩
  rw [← integral_add_compl measurableSet_Iic hint, compl_Iic,
    ← setIntegral_congr_fun measurableSet_Iic eqA,
    ← setIntegral_congr_fun measurableSet_Ioi eqB, integral_neg, hev, hhv]
  -- electrons minus holes: the logarithms differ by `(μ - c) / T`
  have hlog : Real.log (1 + Real.exp ((μ - c) / T))
      = (μ - c) / T + Real.log (1 + Real.exp ((c - μ) / T)) := by
    have h : 1 + Real.exp ((μ - c) / T)
        = Real.exp ((μ - c) / T) * (1 + Real.exp ((c - μ) / T)) := by
      rw [mul_add, mul_one, ← Real.exp_add,
        show (μ - c) / T + (c - μ) / T = 0 by ring, Real.exp_zero, add_comm]
    rw [h, Real.log_mul (by positivity) (by positivity), Real.log_exp]
  have hc : T * ((μ - c) / T) = μ - c := mul_div_cancel₀ _ hT.ne'
  rw [hlog]
  linear_combination hc

/-- The bias-window integral: the occupations of two reservoirs differ by an integrable function of
energy whose integral is `μL - μR`, at any two positive temperatures. -/
theorem bias_window {TL TR : ℝ} (hL : 0 < TL) (hR : 0 < TR) (μL μR : ℝ) :
    Integrable (fun E => occupation TL μL E - occupation TR μR E) ∧
      ∫ E, (occupation TL μL E - occupation TR μR E) = μL - μR := by
  obtain ⟨h1, v1⟩ := net_electrons hL μL 0
  obtain ⟨h2, v2⟩ := net_electrons hR μR 0
  -- the common sharp filling cancels
  have heq : (fun E => occupation TL μL E - occupation TR μR E) = fun E =>
      (occupation TL μL E - stepOccupation 0 E)
        - (occupation TR μR E - stepOccupation 0 E) := by
    funext E
    ring
  rw [heq]
  refine ⟨h1.sub h2, ?_⟩
  rw [integral_sub h1 h2, v1, v2]
  ring

/-- In dimensionless form, `f (x - a) - f x` is integrable over the real line with
integral `a`. -/
theorem integral_fermi_shift (a : ℝ) :
    Integrable (fun x => fermi (x - a) - fermi x) ∧
      ∫ x, (fermi (x - a) - fermi x) = a := by
  simpa [occupation] using bias_window one_pos one_pos a 0

/-- The occupation of a single reservoir is not integrable over all energies. -/
theorem not_integrable_occupation {T : ℝ} (hT : 0 < T) (μ : ℝ) :
    ¬ Integrable (occupation T μ) := by
  intro h
  -- electrons plus holes would give a finite number of levels below zero energy
  have h1 : IntegrableOn (fun _ : ℝ => (1 : ℝ)) (Iic 0) :=
    (Integrable.add (holes_below hT μ 0).1 h.integrableOn).congr
      (ae_of_all _ fun E => by simp)
  simp [integrableOn_const_iff] at h1

end

end FermiBiasWindow
```

```lean
#print axioms FermiBiasWindow.bias_window
-- 'FermiBiasWindow.bias_window' depends on axioms: [propext, Classical.choice, Quot.sound]
#print axioms FermiBiasWindow.integral_fermi_shift
-- 'FermiBiasWindow.integral_fermi_shift' depends on axioms: [propext, Classical.choice, Quot.sound]
#print axioms FermiBiasWindow.not_integrable_occupation
-- 'FermiBiasWindow.not_integrable_occupation' depends on axioms: [propext, Classical.choice, Quot.sound]
```

### What the theorems say about the reservoirs

`fermi` is $f$, `occupation T μ` is $n_{T,\mu}$ as a function of energy, and `stepOccupation c` is $\theta_c$. All energies are real numbers in one common unit, and `T` is an energy as well. The level exactly at the cut counts as full, a convention that has no effect on the integral.

The main theorem, `bias_window`, takes two positive thermal energies, `TL` and `TR`, and two arbitrary real chemical potentials. Its first part says that the difference of the occupations is `Integrable`: the integral of its absolute value is finite, so the result does not depend on how an energy cutoff is removed, provided that the same cutoff is applied to both occupations. Its second part gives the value `μL - μR`, which is negative when the right reservoir has the higher chemical potential. The first part adds information when the chemical potentials are equal: Mathlib assigns the value $0$ to the integral of a non-integrable function, so the value $0$ alone would not show convergence.

`integral_fermi_shift` is the dimensionless identity for every real `a`, and `not_integrable_occupation` says that a single occupation is not integrable over the line.

The integral runs over the whole real line with constant weight, which describes a flat density of states without a band bottom. An energy-dependent density of states or transmission would enter as a weight in the integrand, and the value would then generally depend on the temperatures. Zero temperature and smearing functions other than Fermi-Dirac are not treated.

In a non-interacting two-terminal conductor whose transmission is the same at all energies, the current is proportional to this integral, so it depends on the bias and not on the reservoir temperatures.

### How the proof follows the counting

`fermi_eq` clears the denominators and uses $e^xe^{-x}=1$ to rewrite $f$ with the Boltzmann factor. `fermi_neg` derives particle-hole symmetry from it. `hasDerivAt_log_occupation` is the chain rule for the logarithmic antiderivative, with `field_simp` cancelling the factors of $T$.

`electrons_above` collects three facts: the occupation is nonnegative (`hpos`), the antiderivative vanishes at high energy (`hlim`), and its derivative is the occupation (`hd`). From these, one Mathlib theorem gives integrability above the cut and another gives the value.

`holes_below` applies that result with `-μ` and `-c`. The equation `heq` is the mirror relation between holes and electrons. For integrability, the function is extended by zero outside its half-line and then reflected. Reflection turns $E>-c$ into $E<c$, and the missing endpoint is a single point, which does not affect the integral. The value follows from `integral_comp_neg_Iic`, the substitution $E'=-E$.

In `net_electrons`, `eqA` and `eqB` identify the integrand below and above the cut. Integrability on the two half-lines gives integrability on their union, and `integral_add_compl` splits the integral in the same way. The logarithm identity is `hlog`, and `linear_combination` finishes with $T\cdot(\mu-c)/T=\mu-c$.

`bias_window` uses `net_electrons` twice with the cut at `0`. After `heq` has inserted the common step, `integral_sub` may split the integral, because both terms are now integrable. This is the point at which the naive subtraction of infinities is avoided. `integral_fermi_shift` then substitutes the special values and simplifies.

Finally, `not_integrable_occupation` assumes integrability, adds the holes below zero energy, and obtains an integrable constant `1` on `Iic 0`. The last `simp` turns this into a contradiction, since that half-line has infinite length.
